# A geometric error bound for wrapped Green functions with bounded slice condition numbers

In determinant quantum Monte Carlo, a simulation sweeps through imaginary time and needs the equal-time Green function at every slice. Computing it from scratch usually means forming a stabilised product of all the slice propagators, which is expensive. Between such computations the matrix is therefore carried from one slice to the next by a conjugation, called wrapping. Each wrapping step adds a rounding error and also transforms the errors already present. How many steps can be taken before the Green function has to be recomputed?

For a fixed auxiliary field and a run that starts from the exact Green function, with uniform bounds on the rounding error per step and on the slice condition number, the answer is a worst-case recomputation interval. The matrix norm used in the two-orbital example further down is selected here; the general results hold for any normed ring.

```lean
import Mathlib

open Finset
open scoped Matrix.Norms.Operator

namespace GreenWrappingStability

noncomputable section
```

## Moving around the imaginary-time circle

Let B_0, …, B_(L−1) be the one-slice propagators of a field configuration with L slices. In a fixed field each describes non-interacting fermions over a short imaginary time. The propagator product that starts at slice k is

M_k = B_(k−1) ⋯ B_0 B_(L−1) ⋯ B_k.

Moving the rightmost factor to the left end gives the next product:

M_(k+1) = B_k M_k B_k⁻¹.

In the two-factor notation M = AB, this turns AB into BA. The operation X ↦ B X B⁻¹ is `wrap B X`. The type `Rˣ` contains the invertible elements of the ring R, so every slice propagator comes with its inverse.

```lean
/-- Wrapping: conjugation of an operator by the one-slice propagator `B`. -/
def wrap {R : Type*} [Ring R] (B : Rˣ) (X : R) : R := (B : R) * X * (↑B⁻¹ : R)
```

The exact Green function of M is G = (1 + M)⁻¹, which means

G (1 + M) = 1 and (1 + M) G = 1.

`IsGreen M G` states these two equations. It takes the convention in which G is the inverse itself, as for the expectation value of an annihilation operator followed on the right by a creation operator.

```lean
/-- `G` is the equal-time Green function of the propagator product `M`, that is, the two-sided
inverse of `1 + M`. -/
def IsGreen {R : Type*} [Ring R] (M G : R) : Prop := G * (1 + M) = 1 ∧ (1 + M) * G = 1
```

## What a run of wrapping steps assumes

Write G_k for the exact Green function at slice k and C_k for the computed one. The rounding residual of a step is what separates the computed result from an exact conjugation of the computed input:

R_k = C_(k+1) − B_k C_k B_k⁻¹.

A run of n steps satisfies

C_0 = G_0, ‖R_k‖ ≤ ε, ‖B_k‖ ‖B_k⁻¹‖ ≤ κ for k < n.

The constant ε stands for the finite precision of one wrapping step, including any error in the stored inverse of B_k. It is an absolute bound and is assumed, not derived from a model of floating-point arithmetic; since actual rounding errors scale with the size of the matrices, ε has to be chosen for the whole run.

The constant κ limits how unevenly a slice may stretch different directions in orbital space. For a single factor exp(−a h), with time step a > 0 and Hermitian h, the condition number in the spectral norm is exp(a W), where W is the difference between the largest and the smallest eigenvalue of h.

In `WrappingRun`, the sequences `B`, `M`, `G` and `C` are indexed by natural numbers, so a run may pass through the slices more than once. The field `slice` gives the rule for M_k, `green` assumes that every exact Green function exists, and `fresh`, `rounding` and `cond` are the three conditions above. Monte Carlo updates of the field between wrapping steps are not included, because they would change M_k in another way.

```lean
/-- A run of `n` wrapping steps with slice propagators `B`, propagator products `M`, exact Green
functions `G` and computed Green functions `C`. The run starts from an exact Green function, each
step has rounding error at most `ε`, and each slice has condition number at most `κ`. -/
structure WrappingRun {R : Type*} [NormedRing R] (B : ℕ → Rˣ) (M G C : ℕ → R)
    (ε κ : ℝ) (n : ℕ) : Prop where
  slice : ∀ k < n, M (k + 1) = wrap (B k) (M k)
  green : ∀ k ≤ n, IsGreen (M k) (G k)
  fresh : C 0 = G 0
  rounding : ∀ k < n, ‖C (k + 1) - wrap (B k) (C k)‖ ≤ ε
  cond : ∀ k < n, ‖(B k : R)‖ * ‖(↑(B k)⁻¹ : R)‖ ≤ κ
```

## The error obeys the wrapping rule too

First consider exact arithmetic. Put M' = B M B⁻¹ and let G and G' be the Green functions of M and M'. Then

(1 + M') B = B + B M = B (1 + M).

Insert G' (1 + M') = 1 on the left of B G B⁻¹ and move B through:

B G B⁻¹ = G' (1 + M') B G B⁻¹ = G' B (1 + M) G B⁻¹ = G' B B⁻¹ = G'.

For M = AB this is the identity B (1 + AB)⁻¹ B⁻¹ = (1 + BA)⁻¹. Wrapping is thus exact apart from rounding. With the error E_k = C_k − G_k, subtraction gives

E_(k+1) − B_k E_k B_k⁻¹ = C_(k+1) − B_k C_k B_k⁻¹ = R_k.

The theorem below states the outer equality for one step, with C' as the computed result. In its proof, `hi` is the relation for moving B, and `h` is the chain that ends in G'. The remaining lines distribute the conjugation over the differences and cancel the exact parts.

```lean
/-- The error of the computed Green function is itself wrapped from slice to slice, up to the
rounding error of the step. -/
theorem error_recursion {R : Type*} [Ring R] (B : Rˣ) {M G G' : R} (C C' : R)
    (hG : IsGreen M G) (hG' : IsGreen (wrap B M) G') :
    (C' - G') - wrap B (C - G) = C' - wrap B C := by
  have hi : (1 + wrap B M) * (B : R) = (B : R) * (1 + M) := by
    unfold wrap
    rw [add_mul, one_mul, Units.inv_mul_cancel_right, mul_add, mul_one]
  -- the exact Green function follows the wrapping rule without error
  have h : (B : R) * G * (↑B⁻¹ : R) = G' := by
    calc (B : R) * G * (↑B⁻¹ : R)
        = G' * (1 + wrap B M) * ((B : R) * G * (↑B⁻¹ : R)) := by rw [hG'.1, one_mul]
      _ = G' * ((1 + wrap B M) * (B : R)) * G * (↑B⁻¹ : R) := by simp only [mul_assoc]
      _ = G' * ((B : R) * ((1 + M) * G) * (↑B⁻¹ : R)) := by rw [hi]; simp only [mul_assoc]
      _ = G' := by rw [hG.2, mul_one, Units.mul_inv, mul_one]
  simp only [wrap, mul_sub, sub_mul]
  rw [h]
  abel
```

## One step amplifies by at most κ

The norm of a product is at most the product of the norms, so

‖B_k E_k B_k⁻¹‖ ≤ ‖B_k‖ ‖E_k‖ ‖B_k⁻¹‖ ≤ κ ‖E_k‖.

The triangle inequality then gives ‖E_(k+1)‖ ≤ ε + κ ‖E_k‖. Let

S_n = 1 + κ + … + κ^(n−1), S_0 = 0.

The claim is ‖E_n‖ ≤ κ^n ‖E_0‖ + ε S_n. It holds for n = 0. If it holds for n, then

‖E_(n+1)‖ ≤ ε + κ (κ^n ‖E_0‖ + ε S_n) = κ^(n+1) ‖E_0‖ + ε (1 + κ S_n),

and 1 + κ S_n = S_(n+1).

Lean writes S_n as `∑ j ∈ range n, κ ^ j`, where j runs from 0 to n − 1. The induction follows the same lines: `hw` is the amplification estimate, the final `calc` adds the new residual, and `geom_sum_succ` supplies the recursion for S_n. Multiplying the induction hypothesis by κ requires κ ≥ 0, which `hκ0` obtains from the product of norms that κ bounds. The theorem allows any initial error E_0, so it also covers a recomputation that is itself slightly inaccurate.

```lean
/-- If each slice has condition number at most `κ`, an error that is wrapped `n` times, with a new
error of at most `ε` per step, has norm at most `κ ^ n` times the norm of the initial error plus `ε`
times a geometric sum in `κ`. -/
theorem error_growth {R : Type*} [NormedRing R] (B : ℕ → Rˣ) (E : ℕ → R) {ε κ : ℝ} (n : ℕ)
    (hκ : ∀ k < n, ‖(B k : R)‖ * ‖(↑(B k)⁻¹ : R)‖ ≤ κ)
    (hR : ∀ k < n, ‖E (k + 1) - wrap (B k) (E k)‖ ≤ ε) :
    ‖E n‖ ≤ κ ^ n * ‖E 0‖ + ε * ∑ j ∈ range n, κ ^ j := by
  induction n with
  | zero => simp
  | succ n ih =>
    have ih' := ih (fun k hk => hκ k (by omega)) (fun k hk => hR k (by omega))
    have hc := hκ n (by omega)
    have hκ0 : 0 ≤ κ := le_trans (by positivity) hc
    -- one wrapping step amplifies by at most the condition number
    have hw : ‖wrap (B n) (E n)‖ ≤ κ * ‖E n‖ := by
      calc ‖wrap (B n) (E n)‖ ≤ ‖(B n : R)‖ * ‖E n‖ * ‖(↑(B n)⁻¹ : R)‖ :=
            (norm_mul_le _ _).trans
              (mul_le_mul_of_nonneg_right (norm_mul_le _ _) (norm_nonneg _))
        _ = ‖(B n : R)‖ * ‖(↑(B n)⁻¹ : R)‖ * ‖E n‖ := by ring
        _ ≤ κ * ‖E n‖ := mul_le_mul_of_nonneg_right hc (norm_nonneg _)
    calc ‖E (n + 1)‖ = ‖(E (n + 1) - wrap (B n) (E n)) + wrap (B n) (E n)‖ := by
          rw [sub_add_cancel]
      _ ≤ ‖E (n + 1) - wrap (B n) (E n)‖ + ‖wrap (B n) (E n)‖ := norm_add_le _ _
      _ ≤ ε + κ * (κ ^ n * ‖E 0‖ + ε * ∑ j ∈ range n, κ ^ j) :=
          add_le_add (hR n (by omega)) (hw.trans (mul_le_mul_of_nonneg_left ih' hκ0))
      _ = κ ^ (n + 1) * ‖E 0‖ + ε * ∑ j ∈ range (n + 1), κ ^ j := by
          rw [geom_sum_succ]; ring
```

A run that starts from the exact Green function has E_0 = 0, and only the accumulated rounding remains:

‖C_n − G_n‖ ≤ ε (1 + κ + … + κ^(n−1)).

The proof applies the growth estimate to E_k = C_k − G_k. At each step `error_recursion` identifies the error residual with the rounding residual, which the run bounds by ε. The condition `fresh` then removes the initial term.

```lean
/-- After `n` wrapping steps from a fresh Green function, the computed Green function differs from
the exact one by at most `ε (1 + κ + ... + κ ^ (n - 1))`. -/
theorem green_error_bound {R : Type*} [NormedRing R] {B : ℕ → Rˣ} {M G C : ℕ → R}
    {ε κ : ℝ} {n : ℕ} (h : WrappingRun B M G C ε κ n) :
    ‖C n - G n‖ ≤ ε * ∑ j ∈ range n, κ ^ j := by
  have hE := error_growth B (fun k => C k - G k) (ε := ε) n h.cond (fun k hk => by
    have hG' := h.green (k + 1) (by omega)
    rw [h.slice k hk] at hG'
    have hr := error_recursion (B k) (C k) (C (k + 1)) (h.green k (by omega)) hG'
    simp only [hr]
    exact h.rounding k hk)
  simpa [h.fresh] using hE
```

## From a tolerance to a number of steps

Suppose the Green function may be wrong by at most τ in norm. For κ > 1 the sum is S_n = (κ^n − 1)/(κ − 1), and with ε > 0

ε S_n ≤ τ
⇔ κ^n ≤ 1 + τ (κ − 1)/ε
⇔ n ≤ log(1 + τ (κ − 1)/ε) / log κ.

The right-hand side of the last line is `interval ε κ τ`. It is a real number, and its integer part is the largest number of steps for which the bound meets the tolerance.

```lean
/-- A real upper limit on the number of wrapping steps for a tolerance `τ`, where `ε` bounds the
rounding error per step and `κ` bounds the slice condition numbers. It is meant for `κ > 1`. -/
def interval (ε κ τ : ℝ) : ℝ := Real.log (1 + τ * (κ - 1) / ε) / Real.log κ
```

As an illustration, κ = 10, ε = 10⁻¹⁵ and τ = 10⁻⁸ give an interval of about 7.95, hence seven steps. The bound is about 1.1 · 10⁻⁹ after seven steps and 1.1 · 10⁻⁸ after eight. Because τ/ε enters through a logarithm, a tenfold looser tolerance gains only about one step here.

The proof takes the equivalences in the reverse order. It multiplies by log κ, which is positive, writes n log κ as log κ^n, and removes the logarithms by monotonicity. The identity `hs`, κ^n = 1 + S_n (κ − 1), brings back the geometric sum, and the two directions at the end multiply by or cancel the positive factor κ − 1.

```lean
/-- For `κ > 1` the accumulated error bound stays within the tolerance exactly when the number of
steps does not exceed the interval. -/
theorem budget_iff {ε κ τ : ℝ} (hε : 0 < ε) (hκ : 1 < κ) (hτ : 0 ≤ τ) (n : ℕ) :
    ε * ∑ j ∈ range n, κ ^ j ≤ τ ↔ (n : ℝ) ≤ interval ε κ τ := by
  have hk : 0 < κ - 1 := by linarith
  have hκ0 : 0 < κ := by linarith
  have hx : 0 < 1 + τ * (κ - 1) / ε := by positivity
  have hs : κ ^ n = 1 + (∑ j ∈ range n, κ ^ j) * (κ - 1) := by
    rw [geom_sum_mul]; ring
  unfold interval
  rw [le_div_iff₀ (Real.log_pos hκ), ← Real.log_pow,
    Real.log_le_log_iff (by positivity) hx, hs, add_le_add_iff_left, le_div_iff₀ hε]
  constructor
  · intro h
    have := mul_le_mul_of_nonneg_right h hk.le
    linarith
  · intro h
    exact le_of_mul_le_mul_right (by linarith) hk
```

Combining the equivalence with the error bound gives the recomputation rule: if n does not exceed the interval, then ‖C_n − G_n‖ ≤ τ. The case κ = 1 is excluded from this formula; there S_n = n, and the condition is simply n ≤ τ/ε.

```lean
/-- After a run of `n` wrapping steps, with `n` not exceeding the interval, the computed Green
function differs from the exact one by at most the tolerance `τ`. -/
theorem recomputation_interval {R : Type*} [NormedRing R] {B : ℕ → Rˣ} {M G C : ℕ → R}
    {ε κ τ : ℝ} {n : ℕ} (h : WrappingRun B M G C ε κ n) (hε : 0 < ε) (hκ : 1 < κ)
    (hτ : 0 ≤ τ) (hn : (n : ℝ) ≤ interval ε κ τ) : ‖C n - G n‖ ≤ τ :=
  (green_error_bound h).trans ((budget_iff hε hκ hτ n).2 hn)
```

## Two orbitals that reach the bound

A worst-case estimate could be far too pessimistic for every possible run. Two orbitals suffice to show that this one is attained. Take the same propagator at every step,

B = diag(κ, 1), B⁻¹ = diag(1/κ, 1).

```lean
/-- The two-orbital slice propagator `diag(κ, 1)`. -/
def stretch (κ : ℝ) (h : κ ≠ 0) : (Matrix (Fin 2) (Fin 2) ℝ)ˣ where
  val := !![κ, 0; 0, 1]
  inv := !![κ⁻¹, 0; 0, 1]
  val_inv := by rw [Matrix.mul_fin_two, Matrix.one_fin_two]; simp [h]
  inv_val := by rw [Matrix.mul_fin_two, Matrix.one_fin_two]; simp [h]
```

Choose M_k = B for every k. This is an imaginary-time circle with a single slice, L = 1, which the run passes through at every step. Conjugation by B leaves M_k unchanged, and the exact Green function is diag(1/(1 + κ), 1/2). Let the computed matrix have the same diagonal and an additional upper off-diagonal element x. This matrix is `drifted κ x`, and x = 0 gives the exact Green function.

```lean
/-- The two-orbital matrix with diagonal `1 / (1 + κ)`, `1 / 2` and upper off-diagonal
element `x`. -/
def drifted (κ x : ℝ) : Matrix (Fin 2) (Fin 2) ℝ := !![(1 + κ)⁻¹, x; 0, 1 / 2]
```

The norm in this example is the largest absolute row sum. For a matrix with rows (a, b) and (c, d) it is

max(|a| + |b|, |c| + |d|).

A matrix whose only nonzero element is x therefore has norm |x|. For κ ≥ 1, the norms of B and B⁻¹ are κ and 1, so the condition number is exactly κ.

```lean
/-- The norm of a real two-by-two matrix is its largest absolute row sum. -/
theorem norm_two (a b c d : ℝ) :
    ‖(!![a, b; c, d] : Matrix (Fin 2) (Fin 2) ℝ)‖ = max (|a| + |b|) (|c| + |d|) := by
  have hu : (Finset.univ : Finset (Fin 2)) = {0, 1} := rfl
  rw [Matrix.linfty_opNorm_def]
  simp only [Fin.sum_univ_two]
  rw [hu, Finset.sup_insert, Finset.sup_singleton]
  simp
```

Conjugation by B multiplies the upper off-diagonal element by κ and leaves the diagonal alone. If each step adds a rounding error ε to that element, then

x_0 = 0, x_(k+1) = κ x_k + ε,

with the solution x_k = ε S_k. After n steps the error has norm ε S_n, equal to the bound.

The theorem proves this for ε ≥ 0 and κ ≥ 1, together with all five conditions of a run. In the proof, `key` computes the residual of one step as the matrix with the single element ε, and `hd` does the same for the total error; `norm_two` then evaluates both norms. The rounding errors are prescribed so that they always add up. In an actual simulation the errors may partly cancel, and successive slices need not stretch the same directions. The bound can then be much larger than the error.

```lean
/-- Wrapping with `diag(κ, 1)` and an off-diagonal rounding error `ε` per step is a valid run
whose error equals the bound at every `n`. -/
theorem green_error_bound_witness {ε κ : ℝ} (hε : 0 ≤ ε) (hκ : 1 ≤ κ) (n : ℕ) :
    WrappingRun (fun _ => stretch κ (by linarith)) (fun _ => !![κ, 0; 0, 1])
      (fun _ => drifted κ 0) (fun k => drifted κ (ε * ∑ j ∈ range k, κ ^ j)) ε κ n ∧
    ‖drifted κ (ε * ∑ j ∈ range n, κ ^ j) - drifted κ 0‖ = ε * ∑ j ∈ range n, κ ^ j := by
  have h0 : κ ≠ 0 := by linarith
  have hp : 0 ≤ κ := by linarith
  have h1 : 1 + κ ≠ 0 := by linarith
  refine ⟨⟨?_, ?_, ?_, ?_, ?_⟩, ?_⟩
  · intro k _
    exact (Units.mul_inv_cancel_right _ (stretch κ h0)).symm
  · intro k _
    constructor <;> ext i j <;> fin_cases i <;> fin_cases j <;>
      simp [drifted, Matrix.mul_apply, Fin.sum_univ_two, Matrix.one_apply, h1] <;> norm_num
  · simp
  · intro k _
    -- the off-diagonal element is stretched by κ, and ε is added
    have key : drifted κ (ε * ∑ j ∈ range (k + 1), κ ^ j)
        - wrap (stretch κ h0) (drifted κ (ε * ∑ j ∈ range k, κ ^ j)) = !![0, ε; 0, 0] := by
      rw [geom_sum_succ]
      generalize ∑ j ∈ range k, κ ^ j = s
      have ha : κ * (1 + κ)⁻¹ * κ⁻¹ = (1 + κ)⁻¹ := by field_simp
      change drifted κ _ - !![κ, 0; 0, 1] * drifted κ _ * !![κ⁻¹, 0; 0, 1] = _
      unfold drifted
      rw [Matrix.mul_fin_two, Matrix.mul_fin_two]
      ext i j
      fin_cases i <;> fin_cases j <;> simp [ha]
      ring
    rw [key, norm_two]
    simp [abs_of_nonneg hε, hε]
  · intro k _
    change ‖(!![κ, 0; 0, 1] : Matrix (Fin 2) (Fin 2) ℝ)‖
      * ‖(!![κ⁻¹, 0; 0, 1] : Matrix (Fin 2) (Fin 2) ℝ)‖ ≤ κ
    have hi : κ⁻¹ ≤ 1 := inv_le_one_of_one_le₀ hκ
    rw [norm_two, norm_two]
    simp [abs_of_nonneg hp, max_eq_left hκ, max_eq_right hi]
  · have hs : 0 ≤ ε * ∑ j ∈ range n, κ ^ j := by positivity
    generalize ε * ∑ j ∈ range n, κ ^ j = s at hs ⊢
    have hd : drifted κ s - drifted κ 0 = !![0, s; 0, 0] := by
      ext i j
      fin_cases i <;> fin_cases j <;> simp [drifted]
    rw [hd, norm_two]
    simp [abs_of_nonneg hs, hs]
```

The same two orbitals show what goes wrong without a fresh start. Let κ = 2 and ε = 0, and begin with an off-diagonal error of 10⁻⁶ instead of C_0 = G_0. All other conditions of a run hold, yet after ten exact wrapping steps the error is 2¹⁰ · 10⁻⁶ ≈ 10⁻³, whereas the bound ε S_10 is zero. This arithmetic supplements the theorems and is not one of them.

With the fresh start restored, the example also tests the interval. Its error is exactly ε S_n, and for κ > 1 and ε > 0 this is at most τ only if n is within the interval. One step too many therefore gives an error larger than τ. No rule that depends only on ε, κ and τ and allows more steps could be safe for all runs. The proof replaces the error by ε S_n and uses `budget_iff` to contradict the assumption that the tolerance is still met.

```lean
/-- In the run with `diag(κ, 1)`, the error exceeds the tolerance as soon as the number of steps
exceeds the interval. -/
theorem interval_sharp {ε κ τ : ℝ} (hε : 0 < ε) (hκ : 1 < κ) (hτ : 0 ≤ τ) (n : ℕ)
    (hn : interval ε κ τ < n) :
    τ < ‖drifted κ (ε * ∑ j ∈ range n, κ ^ j) - drifted κ 0‖ := by
  rw [(green_error_bound_witness hε.le hκ.le n).2]
  exact lt_of_not_ge fun h => absurd ((budget_iff hε hκ hτ n).1 h) (not_le_of_gt hn)

end

end GreenWrappingStability
```

```lean
#print axioms GreenWrappingStability.green_error_bound
-- 'GreenWrappingStability.green_error_bound' depends on axioms: [propext, Classical.choice, Quot.sound]
#print axioms GreenWrappingStability.recomputation_interval
-- 'GreenWrappingStability.recomputation_interval' depends on axioms: [propext, Classical.choice, Quot.sound]
#print axioms GreenWrappingStability.interval_sharp
-- 'GreenWrappingStability.interval_sharp' depends on axioms: [propext, Classical.choice, Quot.sound]
```
